# Solution of the Gelfand-Levitan equation for a positive-semidefinite separable kernel of finite rank, with its log-determinant diagonal

## From one constant function to n radial functions

Take the constant input kernel $G(r,s)=1$. The Gelfand-Levitan equation
$$K(r,s)+G(r,s)+\int_0^r K(r,t)\,G(t,s)\,dt=0$$
then has the solution $K(r,s)=-1/(1+r)$, because $-\frac1{1+r}+1-\frac r{1+r}=0$. With $M(r)=1+r$, I also see that $K(r,r)=-(\ln M)'(r)$.

I believe the same works for $G(r,s)=\langle f(r),f(s)\rangle$ with $n$ continuous radial functions $f=(f_1,\dots,f_n)$, if $M(r)=I+\int_0^r ff^T$ and
$$K(r,s)=-\langle f(r),M(r)^{-1}f(s)\rangle,\qquad K(r,r)=-(\ln\det M)'(r).$$
Can this be made rigorous and machine-checked, including that $M(r)$ is invertible and that $K$ is the only solution?

## The integral equation reduces to inverting M(r)

Yes, for every $r\ge0$. For any fixed vector $u$, the definition of $M$ gives
$$\int_0^r\langle f(t),u\rangle f(t)\,dt=M(r)u-u.\tag{1}$$

**Invertibility.** Pairing (1) with $u=x$ gives $\langle x,Mx\rangle=|x|^2+\int_0^r\langle f,x\rangle^2dt$, which is positive for $x\neq0$. Since $M$ is symmetric, it is positive definite and $\det M>0$.

**The equation.** Put $u=M(r)^{-1}f(r)$. By symmetry $K(r,t)=-\langle f(t),u\rangle$, so (1) gives
$$\int_0^r K(r,t)G(t,s)\,dt=-\langle Mu-u,f(s)\rangle=-\langle f(r)-u,f(s)\rangle=-G(r,s)-K(r,s).$$

**The diagonal.** Differentiating the permutation expansion of $\det M$ gives a sum of determinants, each with one column differentiated. By Cramer's rule this sum is $\operatorname{tr}(\operatorname{adj}(M)M')$. Since $M'=ff^T$,
$$(\ln\det M)'=\operatorname{tr}(M^{-1}ff^T)=\langle f,M^{-1}f\rangle=-K(r,r).$$

**Uniqueness.** Let $k$ solve the equation at fixed $r$, and set $c=\int_0^r k f\,dt$ and $w=f(r)+c$. The equation says $k(s)=-\langle f(s),w\rangle$. Inserting this into $c$ and using (1) gives $c=w-Mw$, hence $Mw=f(r)$ and $k=K(r,\cdot)$ on $[0,r]$.

### Two functions at r = 1

For $f(t)=(1,t)$,
$$M(1)=\begin{pmatrix}2&1/2\\1/2&4/3\end{pmatrix},\quad \det M(1)=\tfrac{29}{12},\quad K(1,s)=-\frac{10+18s}{29}.$$
The integral term is $-(19+11s)/29$ and $G(1,s)=1+s$, so the three terms cancel. Also $\det M(r)=1+r+r^3/3+r^4/12$, whose logarithmic derivative at $1$ is $\frac{7/3}{29/12}=\frac{28}{29}=-K(1,1)$.

### Solvability can fail at negative r

Let $f=1$ and $r=-1$, so that $M=0$. The equation forces $k$ to be a constant $a$ between $-1$ and $0$, and then reads $a+1-a=0$. No solution exists.

## The Lean file and what its theorems say

```lean
import Mathlib

open Matrix MeasureTheory

namespace GelfandLevitanSeparable

noncomputable section

variable {n : Type*} [Fintype n]

/-- The separable input kernel `G(r,s) = ⟨f(r), f(s)⟩` built from `n` radial functions. -/
def inputKernel (f : ℝ → n → ℝ) (r s : ℝ) : ℝ := f r ⬝ᵥ f s

/-- Integrating a weighted projection of `f` on a fixed vector amounts to projecting the
weighted integral of `f`. -/
theorem integral_weight {f : ℝ → n → ℝ} (hf : Continuous f) {g : ℝ → ℝ} {r : ℝ}
    (hg : IntervalIntegrable g volume 0 r) (v : n → ℝ) :
    ∫ t in (0 : ℝ)..r, g t * (f t ⬝ᵥ v) =
      (fun i => ∫ t in (0 : ℝ)..r, g t * f t i) ⬝ᵥ v := by
  have hc : ∀ i, Continuous fun t => f t i := fun i => (continuous_apply i).comp hf
  simp only [dotProduct, Finset.mul_sum]
  rw [intervalIntegral.integral_finsetSum]
  · refine Finset.sum_congr rfl fun i _ => ?_
    rw [← intervalIntegral.integral_mul_const]
    simp only [mul_assoc]
  · intro i _
    have h := (hg.mul_continuousOn (hc i).continuousOn).mul_const (v i)
    simpa only [mul_assoc] using h

variable [DecidableEq n]

/-- The matrix `M(r) = I + ∫₀ʳ f fᵀ` of accumulated overlaps of the radial functions. -/
def overlap (f : ℝ → n → ℝ) (r : ℝ) : Matrix n n ℝ :=
  1 + Matrix.of fun i j => ∫ t in (0 : ℝ)..r, f t i * f t j

/-- The transformation kernel `K(r,s) = -⟨f(r), M(r)⁻¹ f(s)⟩`. -/
def kernel (f : ℝ → n → ℝ) (r s : ℝ) : ℝ := -(f r ⬝ᵥ (overlap f r)⁻¹ *ᵥ f s)

omit [Fintype n] in
/-- The overlap matrix is symmetric. -/
theorem overlap_transpose (f : ℝ → n → ℝ) (r : ℝ) : (overlap f r)ᵀ = overlap f r := by
  rw [overlap, transpose_add, transpose_one]
  congr 1
  ext i j
  change (∫ t in (0 : ℝ)..r, f t j * f t i) = ∫ t in (0 : ℝ)..r, f t i * f t j
  exact intervalIntegral.integral_congr fun t _ => mul_comm _ _

/-- The integral of `⟨f,u⟩ f` from `0` to `r` is `M(r) u - u`, component by component. -/
theorem integral_projection {f : ℝ → n → ℝ} (hf : Continuous f) (r : ℝ) (u : n → ℝ) (i : n) :
    ∫ t in (0 : ℝ)..r, (f t ⬝ᵥ u) * f t i = (overlap f r *ᵥ u - u) i := by
  have hi : Continuous fun t => f t i := (continuous_apply i).comp hf
  have h : ∫ t in (0 : ℝ)..r, f t i * (f t ⬝ᵥ u) =
      (fun j => ∫ t in (0 : ℝ)..r, f t i * f t j) ⬝ᵥ u :=
    integral_weight hf (hi.intervalIntegrable 0 r) u
  have e : (overlap f r *ᵥ u - u) i =
      (fun j => ∫ t in (0 : ℝ)..r, f t i * f t j) ⬝ᵥ u := by
    rw [overlap, add_mulVec, one_mulVec, add_sub_cancel_left]
    rfl
  rw [e, ← h]
  exact intervalIntegral.integral_congr fun t _ => mul_comm _ _

/-- The determinant of the overlap matrix is positive at every radius `r ≥ 0`. -/
theorem det_overlap_pos {f : ℝ → n → ℝ} (hf : Continuous f) {r : ℝ} (hr : 0 ≤ r) :
    0 < (overlap f r).det := by
  have hH : (overlap f r).IsHermitian := by
    rw [Matrix.IsHermitian, conjTranspose_eq_transpose_of_trivial]
    exact overlap_transpose f r
  refine (Matrix.posDef_iff_dotProduct_mulVec.mpr ⟨hH, fun x hx => ?_⟩).det_pos
  have hc : Continuous fun t => f t ⬝ᵥ x :=
    continuous_finsetSum _ fun i _ => ((continuous_apply i).comp hf).mul continuous_const
  -- the quadratic form is `|x|² + ∫ ⟨f,x⟩²`
  have h := integral_weight hf (hc.intervalIntegrable 0 r) x
  simp only [integral_projection hf] at h
  have h' : ∫ t in (0 : ℝ)..r, (f t ⬝ᵥ x) * (f t ⬝ᵥ x) =
      (overlap f r *ᵥ x - x) ⬝ᵥ x := h
  have h0 : 0 ≤ ∫ t in (0 : ℝ)..r, (f t ⬝ᵥ x) * (f t ⬝ᵥ x) :=
    intervalIntegral.integral_nonneg hr fun t _ => mul_self_nonneg _
  have hx0 : 0 < x ⬝ᵥ x :=
    lt_of_le_of_ne (Finset.sum_nonneg fun i _ => mul_self_nonneg (x i))
      fun h => hx (dotProduct_self_eq_zero.mp h.symm)
  rw [sub_dotProduct, dotProduct_comm (overlap f r *ᵥ x) x] at h'
  rw [star_trivial]
  linarith

/-- Jacobi's formula: the derivative of `det A` is the trace of `adj(A) A'`. -/
theorem hasDerivAt_det {A : ℝ → Matrix n n ℝ} {A' : Matrix n n ℝ} {r : ℝ}
    (h : ∀ i j, HasDerivAt (fun t => A t i j) (A' i j) r) :
    HasDerivAt (fun t => (A t).det) ((A r).adjugate * A').trace r := by
  have hd : HasDerivAt
      (fun t => ∑ σ : Equiv.Perm n, ((Equiv.Perm.sign σ : ℤ) : ℝ) * ∏ i, A t (σ i) i)
      (∑ σ : Equiv.Perm n, ((Equiv.Perm.sign σ : ℤ) : ℝ) *
        ∑ i, (∏ j ∈ Finset.univ.erase i, A r (σ j) j) • A' (σ i) i) r :=
    HasDerivAt.fun_sum fun σ _ =>
      (HasDerivAt.fun_finsetProd fun i _ => h (σ i) i).const_mul _
  -- Cramer's rule: each diagonal entry is a determinant with one column differentiated
  have hcr : ∀ i, ((A r).adjugate * A') i i =
      ((A r).updateCol i (fun k => A' k i)).det := by
    intro i
    rw [← cramer_apply, cramer_eq_adjugate_mulVec]
    rfl
  refine (hd.congr_of_eventuallyEq
    (Filter.Eventually.of_forall fun t => det_apply' _)).congr_deriv ?_
  simp only [Matrix.trace, diag_apply, hcr, det_apply', Finset.mul_sum]
  rw [Finset.sum_comm]
  refine Finset.sum_congr rfl fun i _ => Finset.sum_congr rfl fun σ _ => ?_
  have p : ∏ j, (A r).updateCol i (fun k => A' k i) (σ j) j =
      (∏ j ∈ Finset.univ.erase i, A r (σ j) j) * A' (σ i) i := by
    rw [← Finset.prod_erase_mul _ _ (Finset.mem_univ i), updateCol_self]
    congr 1
    exact Finset.prod_congr rfl fun j hj => updateCol_ne (Finset.ne_of_mem_erase hj)
  rw [p, smul_eq_mul]

/-- The kernel can be read with the inverse overlap matrix acting on `f(r)`. -/
theorem kernel_eq (f : ℝ → n → ℝ) (r s : ℝ) :
    kernel f r s = -(f s ⬝ᵥ (overlap f r)⁻¹ *ᵥ f r) := by
  rw [kernel, dotProduct_mulVec, ← mulVec_transpose, transpose_nonsing_inv,
    overlap_transpose, dotProduct_comm]

/-- For continuous `f` and the input kernel `G(r,s) = ⟨f(r), f(s)⟩`, the kernel `K` solves the
Gelfand-Levitan equation at every `r ≥ 0`, and its diagonal `K(r,r)` is minus the derivative of `ln
det M` at `r`. -/
theorem gelfand_levitan {f : ℝ → n → ℝ} (hf : Continuous f) {r : ℝ} (hr : 0 ≤ r) :
    (∀ s, kernel f r s + inputKernel f r s +
      ∫ t in (0 : ℝ)..r, kernel f r t * inputKernel f t s = 0) ∧
    HasDerivAt (fun x => Real.log (overlap f x).det) (-kernel f r r) r := by
  have hdet := (det_overlap_pos hf hr).ne'
  constructor
  · intro s
    have hM : overlap f r *ᵥ ((overlap f r)⁻¹ *ᵥ f r) = f r := by
      rw [mulVec_mulVec, mul_nonsing_inv _ (isUnit_iff_ne_zero.mpr hdet), one_mulVec]
    simp only [kernel_eq, inputKernel, neg_mul, intervalIntegral.integral_neg]
    set u := (overlap f r)⁻¹ *ᵥ f r
    have hc : Continuous fun t => f t ⬝ᵥ u :=
      continuous_finsetSum _ fun i _ => ((continuous_apply i).comp hf).mul continuous_const
    have h := integral_weight hf (hc.intervalIntegrable 0 r) (f s)
    simp only [integral_projection hf, hM] at h
    have h' : ∫ t in (0 : ℝ)..r, (f t ⬝ᵥ u) * (f t ⬝ᵥ f s) = (f r - u) ⬝ᵥ f s := h
    rw [h', sub_dotProduct, dotProduct_comm u (f s)]
    ring
  · -- the overlap matrix grows at the rate `f fᵀ`
    have hA : ∀ i j, HasDerivAt (fun t => overlap f t i j)
        (vecMulVec (f r) (f r) i j) r := by
      intro i j
      have hc : Continuous fun t => f t i * f t j :=
        ((continuous_apply i).comp hf).mul ((continuous_apply j).comp hf)
      exact (hc.integral_hasStrictDerivAt 0 r).hasDerivAt.const_add ((1 : Matrix n n ℝ) i j)
    refine ((hasDerivAt_det hA).log hdet).congr_deriv ?_
    rw [mul_vecMulVec, trace_vecMulVec, kernel, neg_neg, inv_def, Ring.inverse_eq_inv',
      smul_mulVec, dotProduct_smul, smul_eq_mul, dotProduct_comm, div_eq_inv_mul]

/-- At fixed `r ≥ 0`, every integrable solution of the Gelfand-Levitan equation on `[0,r]`
coincides there with `K(r,·)`. -/
theorem gelfand_levitan_unique {f : ℝ → n → ℝ} (hf : Continuous f) {r : ℝ} (hr : 0 ≤ r)
    {k : ℝ → ℝ} (hk : IntervalIntegrable k volume 0 r)
    (heq : ∀ s ∈ Set.Icc 0 r, k s + inputKernel f r s +
      ∫ t in (0 : ℝ)..r, k t * inputKernel f t s = 0) :
    ∀ s ∈ Set.Icc 0 r, k s = kernel f r s := by
  let c : n → ℝ := fun i => ∫ t in (0 : ℝ)..r, k t * f t i
  -- a solution is a combination of the radial functions
  have hform : ∀ s ∈ Set.Icc 0 r, k s = -(f s ⬝ᵥ (f r + c)) := by
    intro s hs
    have h1 := heq s hs
    have h2 : ∫ t in (0 : ℝ)..r, k t * (f t ⬝ᵥ f s) = c ⬝ᵥ f s := integral_weight hf hk (f s)
    simp only [inputKernel] at h1
    rw [h2] at h1
    rw [dotProduct_add, dotProduct_comm (f s) (f r), dotProduct_comm (f s) c]
    linarith
  -- inserting it back fixes the coefficients
  have hw : overlap f r *ᵥ (f r + c) = f r := by
    ext i
    have h1 : c i = ∫ t in (0 : ℝ)..r, -((f t ⬝ᵥ (f r + c)) * f t i) := by
      refine intervalIntegral.integral_congr fun t ht => ?_
      rw [Set.uIcc_of_le hr] at ht
      rw [hform t ht, neg_mul]
    rw [intervalIntegral.integral_neg, integral_projection hf, Pi.sub_apply,
      Pi.add_apply] at h1
    linarith
  intro s hs
  have hu := isUnit_iff_ne_zero.mpr (det_overlap_pos hf hr).ne'
  have hsol : (overlap f r)⁻¹ *ᵥ f r = f r + c := by
    calc (overlap f r)⁻¹ *ᵥ f r = (overlap f r)⁻¹ *ᵥ (overlap f r *ᵥ (f r + c)) := by rw [hw]
      _ = f r + c := by rw [mulVec_mulVec, nonsing_inv_mul _ hu, one_mulVec]
  rw [kernel_eq, hsol]
  exact hform s hs

end

end GelfandLevitanSeparable
```

```lean
#print axioms GelfandLevitanSeparable.gelfand_levitan
#print axioms GelfandLevitanSeparable.gelfand_levitan_unique
```

```
'GelfandLevitanSeparable.gelfand_levitan' depends on axioms: [propext, Classical.choice, Quot.sound]
'GelfandLevitanSeparable.gelfand_levitan_unique' depends on axioms: [propext, Classical.choice, Quot.sound]
```

The finite type `n` labels the radial functions, and `⬝ᵥ` is the real dot product. `inputKernel`, `overlap` and `kernel` are $G$, $M$ and $K$. Any positive spectral weights are absorbed into $f$ as square roots; negative weights are not covered.

`det_overlap_pos`, `gelfand_levitan` and `gelfand_levitan_unique` all assume `Continuous f` and `0 ≤ r`. `gelfand_levitan` gives the equation for every real $s$, in particular for $0\le s\le r$, together with the derivative of $\ln\det M$. Here $f$ lives on the whole line; data on $[0,R]$ can be extended by constants, and the derivative at an endpoint then restricts to the one-sided one. `gelfand_levitan_unique` takes an integrable $k$ satisfying the equation on $[0,r]$ and concludes equality with $K(r,\cdot)$ at every point there.

In inverse scattering, this turns the integral equation into $n\times n$ linear algebra, provided the input kernel is separable with finitely many positive terms. Deriving $G$ from spectral data, and recovering a potential from $K$, are separate tasks that the theorems leave untouched. The constant function in the examples above only illustrates the algebra: in radial scattering the $f_i$ are multiples of regular solutions, which vanish at $r=0$.

## How the proof follows the calculation

- `integral_weight` moves finite sums through integrals, and `integral_projection` is (1).
- `det_overlap_pos` combines `overlap_transpose` with the quadratic form; `linarith` adds the two contributions.
- `hasDerivAt_det` is Jacobi's formula. Its step `hcr` is Cramer's rule, and `p` separates the differentiated column from the rest of each product.
- `kernel_eq` moves the inverse onto $f(r)$. In `gelfand_levitan`, `hM` states $Mu=f(r)$ and `ring` performs the cancellation; `hA` is $M'=ff^T$, from the fundamental theorem of calculus.
- In `gelfand_levitan_unique`, `hform` gives the form of $k$, `hw` proves $Mw=f(r)$, and `hsol` inverts it.
